# Among mirror-symmetric open chains with hopping −1, the spectrum determines the potential

When the on-site energies of a symmetric tight-binding chain are fitted to its complete list of single-particle levels, the search can stop at the first symmetric potential that reproduces them all exactly. For a finite, open, non-interacting chain with nearest-neighbour hopping −1, no other symmetric potential has the same levels.

The hopping describes tunnelling between neighbouring sites, and its strength sets the unit of energy. That a real molecule or row of quantum wells has one orbital per site and equal, known hoppings is a physical assumption to be justified separately.

```lean
import Mathlib

open Polynomial Matrix

namespace MirrorSymmetricChain

noncomputable section

/-- Hamiltonian of an open chain with nearest-neighbour hopping -1 and on-site potential `v`. -/
def hamiltonian {N : ℕ} (v : Fin N → ℝ) : Matrix (Fin N) (Fin N) ℝ :=
  Matrix.of fun i j =>
    if i = j then v i else if i.val + 1 = j.val ∨ j.val + 1 = i.val then -1 else 0
```

`Fin N` labels the sites $0,\dots,N-1$, and `v : Fin N → ℝ` gives each a real energy $v_i$. The matrix $H$ has $v_i$ on the diagonal, $-1$ between neighbours and $0$ elsewhere.

## The transfer matrix and the characteristic polynomial

```lean
/-- Transfer matrix of one site with potential `a`, as a polynomial in the energy `X`; it acts on
amplitudes whose sign is flipped on every second site. -/
def siteTransfer (a : ℝ) : Matrix (Fin 2) (Fin 2) ℝ[X] := !![X - C a, -1; 1, 0]
```

Write the amplitudes as $\psi_j=(-1)^j\varphi_j$. At energy $x$, the Schrödinger equation becomes $\varphi_{j-1}=(x-v_j)\varphi_j-\varphi_{j+1}$. The site matrix
$$T(a)=\begin{pmatrix}x-a&-1\\1&0\end{pmatrix},\qquad a=v_j,$$
thus takes $(\varphi_j,\varphi_{j+1})$ to $(\varphi_{j-1},\varphi_j)$. Lean writes `X` for $x$ and `C a` for the constant polynomial $a$.

```lean
/-- Transfer matrix of a chain: the ordered product of the transfer matrices of its sites. -/
def chainTransfer : List ℝ → Matrix (Fin 2) (Fin 2) ℝ[X]
  | [] => 1
  | a :: l => siteTransfer a * chainTransfer l
```

For a list of site energies, $M=T(v_0)T(v_1)\cdots T(v_{N-1})$; the empty list gives the identity. Call its entries $P=M_{00}$, $Q=M_{10}$ and $S=M_{11}$.

```lean
/-- Adding a site in front of a chain gives the three-term recurrence for the first column of
the transfer matrix. -/
theorem chainTransfer_cons (a : ℝ) (l : List ℝ) :
    chainTransfer (a :: l) 0 0 = (X - C a) * chainTransfer l 0 0 - chainTransfer l 1 0 ∧
    chainTransfer (a :: l) 1 0 = chainTransfer l 0 0 := by
  constructor
  · simp [chainTransfer, siteTransfer, Matrix.mul_apply, Fin.sum_univ_two, sub_eq_add_neg]
  · simp [chainTransfer, siteTransfer, Matrix.mul_apply, Fin.sum_univ_two]
```

Multiplying out the first column shows what a new first site $a$ does:
$$P_{\rm new}=(x-a)P-Q,\qquad Q_{\rm new}=P.$$

```lean
/-- If the first site couples only to the second, the determinant expands into those of the
matrices with one and with two sites removed. -/
theorem det_first_site {R : Type*} [CommRing R] {n : ℕ}
    (A : Matrix (Fin (n + 2)) (Fin (n + 2)) R)
    (hr : ∀ j : Fin n, A 0 j.succ.succ = 0) (hc : ∀ i : Fin n, A i.succ.succ 0 = 0) :
    A.det = A 0 0 * (A.submatrix Fin.succ Fin.succ).det - A 0 1 * (A 1 0 *
      (A.submatrix (fun i : Fin n => i.succ.succ) (fun i : Fin n => i.succ.succ)).det) := by
  have hm : (A.submatrix Fin.succ (Fin.succAbove (1 : Fin (n + 2)))).det = A 1 0 *
      (A.submatrix (fun i : Fin n => i.succ.succ) (fun i : Fin n => i.succ.succ)).det := by
    rw [Matrix.det_succ_column_zero, Fin.sum_univ_succ, Finset.sum_eq_zero, add_zero]
    · have hs : (A.submatrix Fin.succ (Fin.succAbove (1 : Fin (n + 2)))).submatrix
          (Fin.succAbove 0) Fin.succ =
          A.submatrix (fun i : Fin n => i.succ.succ) (fun i : Fin n => i.succ.succ) := by
        ext i j
        simp
      rw [hs]
      simp
    · intro i _
      simp [hc]
  rw [Matrix.det_succ_row_zero, Fin.sum_univ_succ, Fin.sum_univ_succ, Finset.sum_eq_zero,
    add_zero]
  · have h1 : (Fin.succ 0 : Fin (n + 2)) = 1 := rfl
    have hz : Fin.succAbove (0 : Fin (n + 2)) = Fin.succ := by
      funext i
      simp
    rw [h1, hm, hz]
    simp only [Fin.val_zero, pow_zero, one_mul, Fin.val_one, pow_one]
    ring
  · intro j _
    simp [hr]
```

Let $A$ be a matrix whose first site couples only to the second. Expanding along the first row leaves two terms, and expanding the second minor down its first column gives
$$\det A=A_{00}\det A^{(1)}-A_{01}A_{10}\det A^{(2)},$$
where $A^{(k)}$ lacks the first $k$ rows and columns.

```lean
/-- The characteristic polynomial of the chain is the upper left entry of its transfer matrix. -/
theorem charpoly_eq_transfer : ∀ (n : ℕ) (v : Fin n → ℝ),
    (hamiltonian v).charpoly = chainTransfer (List.ofFn v) 0 0
  | 0, v => by simp [Matrix.charpoly, chainTransfer]
  | 1, v => by
      simp [Matrix.charpoly, hamiltonian, List.ofFn_succ, chainTransfer, siteTransfer]
  | n + 2, v => by
      have entry : ∀ {k : ℕ} (u : Fin k → ℝ) (i j : Fin k), charmatrix (hamiltonian u) i j =
          if i = j then X - C (u i)
          else if i.val + 1 = j.val ∨ j.val + 1 = i.val then 1 else 0 := by
        intro k u i j
        simp only [Matrix.charmatrix_apply, Matrix.diagonal_apply, hamiltonian, Matrix.of_apply]
        split_ifs <;> simp
      have s1 : (charmatrix (hamiltonian v)).submatrix Fin.succ Fin.succ =
          charmatrix (hamiltonian fun i => v i.succ) := by
        ext1 i j
        simp [entry]
      have s2 : (charmatrix (hamiltonian v)).submatrix (fun i : Fin n => i.succ.succ)
          (fun i : Fin n => i.succ.succ) = charmatrix (hamiltonian fun i => v i.succ.succ) := by
        ext1 i j
        simp [entry]
      have e1 := charpoly_eq_transfer (n + 1) (fun i => v i.succ)
      have e2 := charpoly_eq_transfer n (fun i => v i.succ.succ)
      rw [List.ofFn_succ, (chainTransfer_cons _ _).1, ← e1, List.ofFn_succ,
        (chainTransfer_cons _ _).2, ← e2]
      unfold Matrix.charpoly
      have hr : ∀ j : Fin n, charmatrix (hamiltonian v) 0 j.succ.succ = 0 := by
        intro j
        rw [entry, if_neg (Fin.succ_ne_zero _).symm, if_neg]
        simp only [Fin.val_zero, Fin.val_succ]
        omega
      have hc : ∀ i : Fin n, charmatrix (hamiltonian v) i.succ.succ 0 = 0 := by
        intro i
        rw [entry, if_neg (Fin.succ_ne_zero _), if_neg]
        simp only [Fin.val_zero, Fin.val_succ]
        omega
      have a00 : charmatrix (hamiltonian v) 0 0 = X - C (v 0) := by rw [entry, if_pos rfl]
      have a01 : charmatrix (hamiltonian v) 0 1 = 1 := by rw [entry]; simp
      have a10 : charmatrix (hamiltonian v) 1 0 = 1 := by rw [entry]; simp
      rw [det_first_site (charmatrix (hamiltonian v)) hr hc, s1, s2, a00, a01, a10,
        one_mul, one_mul]
```

Applied to $x-H$, whose neighbour entries are $+1$, this expansion is the recurrence for $P$. The cases $N=0$ and $N=1$ start the induction, so $P=\det(x-H)$. For $N\ge1$, $Q$ is the characteristic polynomial of the chain without its first site.

## Stripping off one site at a time

```lean
/-- For a non-empty chain let `P` be the characteristic polynomial and `Q` that of the chain without
its first site. Then `P' Q - P Q'` is positive at every real energy. -/
theorem wronskian_pos (x : ℝ) (l : List ℝ) (hl : l ≠ []) :
    0 < (derivative (chainTransfer l 0 0)).eval x * (chainTransfer l 1 0).eval x
      - (chainTransfer l 0 0).eval x * (derivative (chainTransfer l 1 0)).eval x := by
  induction l with
  | nil => exact absurd rfl hl
  | cons a l ih =>
    rw [(chainTransfer_cons a l).1, (chainTransfer_cons a l).2]
    simp only [derivative_sub, derivative_mul, derivative_X, derivative_C, sub_zero, one_mul,
      eval_sub, eval_add, eval_mul, eval_X, eval_C]
    rcases l with _ | ⟨b, m⟩
    · simp [chainTransfer]
    · -- each site adds one square to `P' Q - P Q'`
      have h := ih (by simp)
      nlinarith [sq_nonneg ((chainTransfer (b :: m) 0 0).eval x)]
```

Let $W=P'Q-PQ'$, with primes for energy derivatives. Inserting the recurrence gives
$$W_{\rm new}=(P+(x-a)P'-Q')P-((x-a)P-Q)P'=P^2+W.$$
One site has $W=1$, so $W>0$ for every non-empty chain. In the induction, `nlinarith` closes this inequality.

```lean
/-- The upper left transfer entry has degree equal to the number of sites, and the entry below it
has smaller degree. -/
theorem transfer_degree (l : List ℝ) :
    (chainTransfer l 0 0).degree = (l.length : WithBot ℕ) ∧
    (chainTransfer l 1 0).degree < (chainTransfer l 0 0).degree := by
  induction l with
  | nil => simp [chainTransfer]
  | cons a l ih =>
    obtain ⟨h1, h2⟩ := ih
    have hd : ((X - C a) * chainTransfer l 0 0).degree = ((l.length + 1 : ℕ) : WithBot ℕ) := by
      rw [degree_mul, degree_X_sub_C, h1]
      push_cast
      exact add_comm _ _
    have hlt : (l.length : WithBot ℕ) < ((l.length + 1 : ℕ) : WithBot ℕ) := by
      exact_mod_cast Nat.lt_succ_self _
    have hnew : (chainTransfer (a :: l) 0 0).degree = ((l.length + 1 : ℕ) : WithBot ℕ) := by
      rw [(chainTransfer_cons a l).1, degree_sub_eq_left_of_degree_lt, hd]
      rw [hd]
      exact h2.trans (h1 ▸ hlt)
    refine ⟨hnew, ?_⟩
    rw [hnew, (chainTransfer_cons a l).2, h1]
    exact hlt
```

By the recurrence, $P$ has degree $N$ and $Q$ has lower degree. Lean gives the zero polynomial degree $\bot$, below every number, which covers $Q=0$ for the empty chain.

```lean
/-- The first column of the transfer matrix determines the potential on every site. -/
theorem potential_of_transfer (l m : List ℝ) (hP : chainTransfer l 0 0 = chainTransfer m 0 0)
    (hQ : chainTransfer l 1 0 = chainTransfer m 1 0) : l = m := by
  have hne : ∀ k : List ℝ, chainTransfer k 0 0 ≠ 0 := by
    intro k hk
    have h := (transfer_degree k).2
    rw [hk, degree_zero] at h
    exact not_lt_bot h
  induction l generalizing m with
  | nil =>
    cases m with
    | nil => rfl
    | cons b m =>
      rw [(chainTransfer_cons b m).2] at hQ
      exact absurd (by rw [← hQ]; simp [chainTransfer]) (hne m)
  | cons a l ih =>
    cases m with
    | nil =>
      rw [(chainTransfer_cons a l).2] at hQ
      exact absurd (by rw [hQ]; simp [chainTransfer]) (hne l)
    | cons b m =>
      rw [(chainTransfer_cons a l).2, (chainTransfer_cons b m).2] at hQ
      rw [(chainTransfer_cons a l).1, (chainTransfer_cons b m).1] at hP
      have hab : a = b := by
        by_contra hab
        have he : C (b - a) * chainTransfer l 0 0 =
            chainTransfer l 1 0 - chainTransfer m 1 0 := by
          rw [C_sub]
          linear_combination hP + (X - C b) * (-hQ)
        -- the right side has too small a degree
        have hm := (transfer_degree m).2
        rw [← hQ] at hm
        have hlt := (degree_sub_le (chainTransfer l 1 0) (chainTransfer m 1 0)).trans_lt
          (max_lt (transfer_degree l).2 hm)
        rw [← he, degree_C_mul (sub_ne_zero.mpr (Ne.symm hab))] at hlt
        exact lt_irrefl _ hlt
      subst hab
      rw [ih m hQ (by linear_combination (X - C a) * hQ - hP)]
```

Suppose two chains share $P$ and $Q$, and have first sites $a$ and $b$. Equal $Q$ means that the remaining chains share their upper entry $p$. With $q_1,q_2$ for their lower entries, equal $P$ gives $(b-a)p=q_1-q_2$. The right side has lower degree than $p$, so $a=b$ and $q_1=q_2$, and the argument repeats. An empty chain has $Q=0$ and a non-empty one does not, so the lengths agree too.

## Mirror symmetry and uniqueness

```lean
/-- For a mirror-symmetric chain the square of the lower left transfer entry is 1 modulo the
characteristic polynomial. -/
theorem mirror_sq (l : List ℝ) (hl : l.reverse = l) :
    chainTransfer l 1 0 ^ 2 = 1 - chainTransfer l 0 0 * chainTransfer l 1 1 := by
  have happ : ∀ (k : List ℝ) (a : ℝ),
      chainTransfer (k ++ [a]) = chainTransfer k * siteTransfer a := by
    intro k a
    induction k with
    | nil => simp [chainTransfer]
    | cons b k ih => rw [List.cons_append, chainTransfer, ih, chainTransfer, mul_assoc]
  -- reversal transposes the transfer matrix, up to a sign off the diagonal
  have hrev : ∀ k : List ℝ, chainTransfer k.reverse =
      !![1, 0; 0, -1] * (chainTransfer k)ᵀ * !![1, 0; 0, -1] := by
    intro k
    induction k with
    | nil =>
      ext1 i j
      fin_cases i <;> fin_cases j <;> simp [chainTransfer, Matrix.mul_apply, Fin.sum_univ_two]
    | cons a k ih =>
      have hs : !![1, 0; 0, -1] * siteTransfer a = (siteTransfer a)ᵀ * !![1, 0; 0, -1] := by
        ext1 i j
        fin_cases i <;> fin_cases j <;> simp [siteTransfer, Matrix.mul_apply, Fin.sum_univ_two]
      rw [List.reverse_cons, happ, ih, chainTransfer, Matrix.transpose_mul, mul_assoc, hs]
      simp only [mul_assoc]
  have hdet : ∀ k : List ℝ, (chainTransfer k).det = 1 := by
    intro k
    induction k with
    | nil => simp [chainTransfer]
    | cons a k ih => rw [chainTransfer, Matrix.det_mul, ih]; simp [siteTransfer, det_fin_two]
  have h01 : chainTransfer l 0 1 = -chainTransfer l 1 0 := by
    have h := congrFun (congrFun (hrev l) 0) 1
    rw [hl] at h
    simp only [Matrix.mul_apply, Fin.sum_univ_two, Matrix.transpose_apply] at h
    simpa using h
  have hd := hdet l
  rw [Matrix.det_fin_two, h01] at hd
  linear_combination hd
```

With $\sigma=\mathrm{diag}(1,-1)$, $\sigma T(a)\sigma=T(a)^{\mathsf T}$. Reversing a chain therefore turns $M$ into $\sigma M^{\mathsf T}\sigma$. If the chain equals its reverse, $M_{01}=-Q$. Since each $\det T(a)=1$, we have $1=\det M=PS+Q^2$.

```lean
/-- Two open chains of equal length with hopping -1 and real mirror-symmetric potentials have the
same potential if their Hamiltonians have the same characteristic polynomial. -/
theorem potential_eq_of_charpoly_eq {N : ℕ} (v w : Fin N → ℝ)
    (hv : ∀ i, v i.rev = v i) (hw : ∀ i, w i.rev = w i)
    (h : (hamiltonian v).charpoly = (hamiltonian w).charpoly) : v = w := by
  rcases N with _ | n
  · exact Subsingleton.elim _ _
  have hpal : ∀ u : Fin (n + 1) → ℝ, (∀ i, u i.rev = u i) →
      (List.ofFn u).reverse = List.ofFn u := by
    intro u hu
    apply List.ext_getElem (by simp)
    intro i h1 h2
    have hi : i < n + 1 := by simpa using h2
    simp only [List.getElem_reverse, List.getElem_ofFn, List.length_ofFn]
    refine (congrArg u (Fin.ext ?_)).trans (hu ⟨i, hi⟩)
    simp only [Fin.val_rev]
    omega
  have hP : chainTransfer (List.ofFn v) 0 0 = chainTransfer (List.ofFn w) 0 0 := by
    rw [← charpoly_eq_transfer, ← charpoly_eq_transfer, h]
  have sv := mirror_sq _ (hpal v hv)
  have sw := mirror_sq _ (hpal w hw)
  have hdvd : chainTransfer (List.ofFn v) 0 0 ∣
      (chainTransfer (List.ofFn v) 1 0 + chainTransfer (List.ofFn w) 1 0) *
      (chainTransfer (List.ofFn v) 1 0 - chainTransfer (List.ofFn w) 1 0) :=
    ⟨chainTransfer (List.ofFn w) 1 1 - chainTransfer (List.ofFn v) 1 1, by
      linear_combination sv - sw - chainTransfer (List.ofFn w) 1 1 * hP⟩
  -- at an eigenvalue both lower entries have the sign of the derivative
  have hcop : ∀ x : ℝ, (X - C x) ∣ chainTransfer (List.ofFn v) 0 0 → IsCoprime (X - C x)
      (chainTransfer (List.ofFn v) 1 0 + chainTransfer (List.ofFn w) 1 0) := by
    intro x hx
    rw [(irreducible_X_sub_C x).coprime_iff_not_dvd, dvd_iff_isRoot]
    intro hs
    have hx0 : (chainTransfer (List.ofFn v) 0 0).eval x = 0 := dvd_iff_isRoot.mp hx
    have hs0 : (chainTransfer (List.ofFn v) 1 0).eval x
        + (chainTransfer (List.ofFn w) 1 0).eval x = 0 := by
      rw [← eval_add]
      exact hs
    have wv := wronskian_pos x (List.ofFn v) (by simp [List.ofFn_succ])
    have ww := wronskian_pos x (List.ofFn w) (by simp [List.ofFn_succ])
    rw [← hP, hx0, zero_mul, sub_zero] at ww
    rw [hx0, zero_mul, sub_zero] at wv
    have h3 := add_pos wv ww
    rw [← mul_add, hs0, mul_zero] at h3
    exact lt_irrefl _ h3
  have hH : (hamiltonian v).IsHermitian := by
    ext i j
    simp only [Matrix.conjTranspose_apply, hamiltonian, Matrix.of_apply, star_trivial]
    by_cases hij : i = j
    · subst hij
      rfl
    · simp [hij, Ne.symm hij, or_comm]
  -- all eigenvalues are real, so the characteristic polynomial splits
  have hc : IsCoprime (chainTransfer (List.ofFn v) 0 0)
      (chainTransfer (List.ofFn v) 1 0 + chainTransfer (List.ofFn w) 1 0) := by
    have hp := hH.charpoly_eq
    rw [charpoly_eq_transfer] at hp
    rw [hp] at hcop ⊢
    exact IsCoprime.prod_left fun i hi => hcop _ (Finset.dvd_prod_of_mem _ hi)
  have dw := (transfer_degree (List.ofFn w)).2
  rw [← hP] at dw
  have hQ := eq_zero_of_dvd_of_degree_lt (hc.dvd_of_dvd_mul_left hdvd)
    ((degree_sub_le _ _).trans_lt (max_lt (transfer_degree (List.ofFn v)).2 dw))
  exact List.ofFn_injective (potential_of_transfer _ _ hP (sub_eq_zero.mp hQ))
```

`i.rev` is site $N-1-i$, so `hv` and `hw` state mirror symmetry. Hypothesis `h` says that the levels agree, with multiplicity. The case $N=0$ is immediate.

For $N\ge1$ the chains share $P$, and subtracting their identities for $Q^2$ gives
$$(Q_v+Q_w)(Q_v-Q_w)=P\,(S_w-S_v).$$
At a level $E$, $P(E)=0$, so $W>0$ reads $P'(E)Q_v(E)>0$, and likewise for $w$. Adding these shows $Q_v(E)+Q_w(E)\neq0$ (`hcop`).

As $H$ is real symmetric, $P$ is a product of real factors $x-E_i$, hence coprime to $Q_v+Q_w$ (`hc`). So $P$ divides $Q_v-Q_w$, which has lower degree and must vanish. Equal $P$ and $Q$ give $v=w$.

The theorem does not say which lists of levels are attainable, or how errors in the levels affect the potential.

### Three sites recovered from the levels −1, 0, 2

Here $P=(x+1)x(x-2)=x^3-x^2-2x$. At the levels $Q^2=1$, and $Q$ has the sign of $P'$, so its values are $1,-1,1$. The quadratic through them is $Q=x^2-x-1$. Stripping sites gives
$$P=(x-0)Q-x,\qquad Q=(x-1)x-1,\qquad x=(x-0)\cdot1-0.$$
The potential is $(0,1,0)$.

## A chain and its reflection

```lean
/-- Reflecting the potential of an open chain with uniform hopping -1 leaves the characteristic
polynomial unchanged. -/
theorem charpoly_reflected {N : ℕ} (v : Fin N → ℝ) :
    (hamiltonian fun i => v i.rev).charpoly = (hamiltonian v).charpoly := by
  have h : (hamiltonian fun i => v i.rev) =
      Matrix.reindex Fin.revPerm Fin.revPerm (hamiltonian v) := by
    ext i j
    have hij : (i.val + 1 = j.val ∨ j.val + 1 = i.val) ↔
        (i.rev.val + 1 = j.rev.val ∨ j.rev.val + 1 = i.rev.val) := by
      have hi := i.isLt
      have hj := j.isLt
      simp only [Fin.val_rev]
      omega
    simp only [hamiltonian, Matrix.of_apply, Matrix.reindex_apply, Matrix.submatrix_apply,
      Fin.revPerm_symm, Fin.revPerm_apply, Fin.rev_inj, hij]
  rw [h, Matrix.charpoly_reindex]

end

end MirrorSymmetricChain
```

Reflection only renumbers the sites, permuting rows and columns of $H$ together, so the characteristic polynomial is unchanged. With both symmetry hypotheses removed, uniqueness fails: $(0,1)$ and $(1,0)$ have the same levels.

```lean
#print axioms MirrorSymmetricChain.potential_eq_of_charpoly_eq
-- 'MirrorSymmetricChain.potential_eq_of_charpoly_eq' depends on axioms: [propext, Classical.choice, Quot.sound]
#print axioms MirrorSymmetricChain.charpoly_reflected
-- 'MirrorSymmetricChain.charpoly_reflected' depends on axioms: [propext, Classical.choice, Quot.sound]
```
